# Metropolis and Glauber rate factors obey detailed balance and differ by at most a factor of two

In some kinetic Monte Carlo models of hopping, the rate of a hop from site i to site j is computed from the site energies E_i and E_j, without a separate barrier energy. With inverse temperature β and x = β(E_j − E_i), two common choices multiply an attempt frequency by

M(x) = min(1, e^(−x)) (Metropolis or Miller-Abrahams)

G(x) = 1/(1 + e^x) (Glauber)

Both satisfy detailed balance, r(x) = e^(−x) r(−x), and G(x) < M(x) ≤ 2G(x) for every real x. For one particle hopping on a finite set of sites with symmetric attempt frequencies, switching between them therefore keeps the Boltzmann distribution stationary and changes each hopping rate by at most a factor of two.

## The ratio of the two factors

Detailed balance follows by substitution:

e^(−x) M(−x) = e^(−x) min(1, e^x) = min(e^(−x), 1) = M(x)

e^(−x) G(−x) = e^(−x)/(1 + e^(−x)) = 1/(e^x + 1) = G(x)

The bounds come from an exact relation:

M(x) = (1 + e^(−|x|)) G(x)

For x ≥ 0 the right side is (1 + e^(−x))/(1 + e^x) = e^(−x). For x ≤ 0 it is (1 + e^x)/(1 + e^x) = 1. Both agree with M(x). Since G(x) > 0 and 0 < e^(−|x|) ≤ 1, the bounds follow, and M(x) = 2G(x) exactly when x = 0.

Any factor r with detailed balance and r ≤ 1 also satisfies r(x) = e^(−x) r(−x) ≤ e^(−x), so r(x) ≤ M(x).

## From one hop to a network

Let w_i = e^(−βE_i) and let the hopping rate be k_ij = ν_ij r(β(E_j − E_i)), with attempt frequency ν_ij. Detailed balance gives

w_i r(β(E_j − E_i)) = e^(−βE_i) e^(−β(E_j − E_i)) r(β(E_i − E_j)) = w_j r(β(E_i − E_j))

If ν_ij = ν_ji, then w_i k_ij = w_j k_ji, and the net gain Σ_j (w_j k_ji − w_i k_ij) vanishes at every site i.

For an observable f, define the Dirichlet form

D_r(f) = ½ Σ_ij w_i k_ij (f_j − f_i)²

If all ν_ij ≥ 0, multiplying the bounds on M by the common nonnegative prefactors and summing gives D_G(f) ≤ D_M(f) ≤ 2D_G(f). Strictness is lost because f may be constant.

On a nonempty set of sites, the normalised probabilities are p_i = w_i/Z with Z = Σ_j w_j. Dividing by Z leaves stationarity and the comparison unchanged.

## Rates and weights in Lean

```lean
import Mathlib

open Finset

namespace DetailedBalanceRates

noncomputable section
```

The argument of each factor is the dimensionless difference x.

```lean
/-- The Metropolis or Miller-Abrahams rate factor `min(1, exp(-x))` at reduced energy
difference `x`. -/
def metropolis (x : ℝ) : ℝ := min 1 (Real.exp (-x))

/-- The Glauber rate factor `1 / (1 + exp x)` at reduced energy difference `x`. -/
def glauber (x : ℝ) : ℝ := 1 / (1 + Real.exp x)
```

Detailed balance is a predicate on a function from reals to reals, required at every x.

```lean
/-- Detailed balance for a rate factor: the uphill and downhill values differ by the
Boltzmann factor of the energy difference. -/
def DetailedBalance (r : ℝ → ℝ) : Prop := ∀ x, r x = Real.exp (-x) * r (-x)
```

The weight is w_i, without division by Z. No sign is imposed on `β`.

```lean
/-- The unnormalised Boltzmann weight of a state of energy `e` at inverse temperature `β`. -/
def weight (β e : ℝ) : ℝ := Real.exp (-(β * e))
```

In `hopRate`, the first site index is the origin and the second the destination. The function `ν` stands for whatever sets the hopping prefactor apart from the energy difference, such as a distance-dependent tunnelling factor.

```lean
/-- The hopping rate from site `i` to site `j`: an attempt frequency times the rate factor
of the reduced energy difference. -/
def hopRate {ι : Type*} (r : ℝ → ℝ) (β : ℝ) (E : ι → ℝ) (ν : ι → ι → ℝ) (i j : ι) : ℝ :=
  ν i j * r (β * (E j - E i))
```

The type `ι` labels the sites, and `Fintype ι` makes their number finite.

```lean
/-- The Dirichlet form of an observable `f`: half the sum over all hops of the
Boltzmann-weighted rate times the squared change of `f`. -/
def dirichletForm {ι : Type*} [Fintype ι] (r : ℝ → ℝ) (β : ℝ) (E : ι → ℝ)
    (ν : ι → ι → ℝ) (f : ι → ℝ) : ℝ :=
  ∑ i, ∑ j, weight β (E i) * hopRate r β E ν i j * (f j - f i) ^ 2 / 2
```

## Detailed balance and the factor of two in Lean

The Metropolis proof moves the positive Boltzmann factor inside the minimum, as in the calculation above.

```lean
/-- The Metropolis rate factor obeys detailed balance. -/
theorem metropolis_detailedBalance : DetailedBalance metropolis := by
  intro x
  simp only [metropolis]
  -- the Boltzmann factor is positive, so it can be taken inside the minimum
  rw [mul_min_of_nonneg _ _ (Real.exp_pos _).le, neg_neg, mul_one, ← Real.exp_add,
    neg_add_cancel, Real.exp_zero, min_comm]
```

For Glauber, the proof clears denominators and uses e^(−x) e^x = 1.

```lean
/-- The Glauber rate factor obeys detailed balance. -/
theorem glauber_detailedBalance : DetailedBalance glauber := by
  intro x
  have h : Real.exp (-x) * Real.exp x = 1 := by
    rw [← Real.exp_add, neg_add_cancel, Real.exp_zero]
  simp only [glauber]
  rw [mul_one_div, div_eq_div_iff (by positivity) (by positivity)]
  linear_combination -h
```

The exact relation is split by the sign of x, which decides both the minimum and the absolute value.

```lean
/-- The Metropolis factor is the Glauber factor multiplied by `1 + exp(-|x|)`. -/
theorem metropolis_eq_mul_glauber (x : ℝ) :
    metropolis x = (1 + Real.exp (-|x|)) * glauber x := by
  have h : Real.exp (-x) * Real.exp x = 1 := by
    rw [← Real.exp_add, neg_add_cancel, Real.exp_zero]
  simp only [metropolis, glauber]
  rw [mul_one_div, eq_div_iff (by positivity)]
  rcases le_total 0 x with hx | hx
  · -- uphill hop: the minimum is the Boltzmann factor
    rw [abs_of_nonneg hx, min_eq_right (Real.exp_le_one_iff.mpr (by linarith))]
    linear_combination h
  · -- downhill hop: the minimum is one
    rw [abs_of_nonpos hx, neg_neg, min_eq_left (Real.one_le_exp (by linarith))]
    ring
```

The main theorem combines the two detailed-balance results with the bounds, using G(x) > 0 and e^(−|x|) ≤ 1.

```lean
/-- Metropolis and Glauber rate factors both obey detailed balance, and at every energy
difference the Metropolis factor exceeds the Glauber factor and is at most twice as large. -/
theorem metropolis_glauber_comparison :
    DetailedBalance metropolis ∧ DetailedBalance glauber ∧
      ∀ x, glauber x < metropolis x ∧ metropolis x ≤ 2 * glauber x := by
  refine ⟨metropolis_detailedBalance, glauber_detailedBalance, fun x => ?_⟩
  have hg : 0 < glauber x := by
    unfold glauber
    positivity
  have he : Real.exp (-|x|) ≤ 1 := Real.exp_le_one_iff.mpr (by linarith [abs_nonneg x])
  rw [metropolis_eq_mul_glauber]
  constructor
  · linarith [mul_pos (Real.exp_pos (-|x|)) hg]
  · exact mul_le_mul_of_nonneg_right (by linarith) hg.le
```

For the equality case, cancelling G(x) leaves e^(−|x|) = 1, hence x = 0.

```lean
/-- The Metropolis factor is exactly twice the Glauber factor if and only if the reduced energy
difference `x` is zero. -/
theorem metropolis_eq_two_mul_glauber_iff (x : ℝ) :
    metropolis x = 2 * glauber x ↔ x = 0 := by
  have hg : 0 < glauber x := by
    unfold glauber
    positivity
  constructor
  · intro h
    rw [metropolis_eq_mul_glauber] at h
    have h1 := mul_right_cancel₀ hg.ne' h
    have h2 : Real.exp (-|x|) = 1 := by linarith
    have h3 : -|x| = 0 := (Real.exp_eq_one_iff _).mp h2
    exact abs_eq_zero.mp (by linarith)
  · rintro rfl
    norm_num [metropolis, glauber]
```

Maximality bounds `r x` by each argument of the minimum separately.

```lean
/-- A rate factor that obeys detailed balance and never exceeds one is at most the Metropolis factor
at every reduced energy difference. -/
theorem le_metropolis {r : ℝ → ℝ} (hr : DetailedBalance r) (h1 : ∀ x, r x ≤ 1) (x : ℝ) :
    r x ≤ metropolis x := by
  refine le_min (h1 x) ?_
  rw [hr x]
  exact mul_le_of_le_one_right (Real.exp_pos _).le (h1 _)
```

## Stationarity and the Dirichlet forms in Lean

The flux identity applies detailed balance at β(b − a) and combines the exponentials.

```lean
/-- For a rate factor with detailed balance, the Boltzmann-weighted fluxes between two
states of energies `a` and `b` are equal in both directions. -/
theorem flux_balance {r : ℝ → ℝ} (hr : DetailedBalance r) (β a b : ℝ) :
    weight β a * r (β * (b - a)) = weight β b * r (β * (a - b)) := by
  have h := hr (β * (b - a))
  have hneg : -(β * (b - a)) = β * (a - b) := by ring
  rw [hneg] at h
  unfold weight
  rw [h, ← mul_assoc, ← Real.exp_add]
  congr 2
  ring
```

Symmetry of `ν` is assumed as `hν`. The sum then vanishes term by term, including j = i. The theorem gives stationarity; it does not address uniqueness of the stationary state or convergence to it.

```lean
/-- With symmetric attempt frequencies and a rate factor obeying detailed balance, the net
gain of every site in the master equation vanishes for Boltzmann weights. -/
theorem boltzmann_stationary {ι : Type*} [Fintype ι] {r : ℝ → ℝ} (hr : DetailedBalance r)
    (β : ℝ) (E : ι → ℝ) (ν : ι → ι → ℝ) (hν : ∀ i j, ν i j = ν j i) (i : ι) :
    ∑ j, (weight β (E j) * hopRate r β E ν j i
      - weight β (E i) * hopRate r β E ν i j) = 0 := by
  -- the gain and loss terms cancel pair by pair
  refine Finset.sum_eq_zero fun j _ => ?_
  have h := flux_balance hr β (E i) (E j)
  unfold hopRate
  rw [hν j i]
  linear_combination -(ν i j) * h
```

The last theorem needs nonnegative attempt frequencies but not symmetric ones. Its proof isolates the common prefactor in `hc`, multiplies the pointwise bounds by it, and sums over both indices. When the set of sites is nonempty, D_r(f)/Z is half the initial rate at which the mean squared change of f grows with time, starting from the Boltzmann distribution.

```lean
/-- On any finite network with nonnegative attempt frequencies, the Metropolis Dirichlet
form of an observable lies between the Glauber one and twice the Glauber one. -/
theorem dirichletForm_comparison {ι : Type*} [Fintype ι] (β : ℝ) (E : ι → ℝ)
    (ν : ι → ι → ℝ) (hν : ∀ i j, 0 ≤ ν i j) (f : ι → ℝ) :
    dirichletForm glauber β E ν f ≤ dirichletForm metropolis β E ν f ∧
      dirichletForm metropolis β E ν f ≤ 2 * dirichletForm glauber β E ν f := by
  -- each hop carries a nonnegative prefactor common to both dynamics
  have hc : ∀ i j, 0 ≤ weight β (E i) * ν i j * (f j - f i) ^ 2 / 2 := fun i j =>
    div_nonneg (mul_nonneg (mul_nonneg (Real.exp_pos _).le (hν i j)) (sq_nonneg _))
      (by norm_num)
  have hb := metropolis_glauber_comparison.2.2
  constructor
  · simp only [dirichletForm, hopRate]
    refine Finset.sum_le_sum fun i _ => Finset.sum_le_sum fun j _ => ?_
    have h := mul_le_mul_of_nonneg_left (hb (β * (E j - E i))).1.le (hc i j)
    linarith
  · simp only [dirichletForm, hopRate, Finset.mul_sum]
    refine Finset.sum_le_sum fun i _ => Finset.sum_le_sum fun j _ => ?_
    have h := mul_le_mul_of_nonneg_left (hb (β * (E j - E i))).2 (hc i j)
    linarith

end

end DetailedBalanceRates
```

```lean
#print axioms DetailedBalanceRates.metropolis_glauber_comparison
#print axioms DetailedBalanceRates.le_metropolis
#print axioms DetailedBalanceRates.boltzmann_stationary
#print axioms DetailedBalanceRates.dirichletForm_comparison
```

```
'DetailedBalanceRates.metropolis_glauber_comparison' depends on axioms: [propext, Classical.choice, Quot.sound]
'DetailedBalanceRates.le_metropolis' depends on axioms: [propext, Classical.choice, Quot.sound]
'DetailedBalanceRates.boltzmann_stationary' depends on axioms: [propext, Classical.choice, Quot.sound]
'DetailedBalanceRates.dirichletForm_comparison' depends on axioms: [propext, Classical.choice, Quot.sound]
```
